# The field x⁴ + y⁴ + z⁴ − 3r⁴/5 splits d Gaussians of exponent a > 0 by 3/(4a²)

A transition-metal ion surrounded by six identical ligands at the corners of a regular octahedron no longer has five degenerate d levels. Let the coordinate axes pass through the ligands. Near the ion, the leading anisotropic part of the ligand potential that acts on d electrons is proportional to

V = x⁴ + y⁴ + z⁴ − 3r⁴/5, with r² = x² + y² + z².

How large is the first-order splitting if the orbital is a single d Gaussian, a quadratic polynomial times exp(−ar²)? Here V has unit strength; a physical prefactor multiplies every energy below.

## The orbital, the field and the expectation value

```lean
import Mathlib

open MeasureTheory

namespace OctahedralDSplitting

noncomputable section

/-- The spherical Gaussian `exp (-a r²)` on three-dimensional space. -/
def gauss (a : ℝ) (p : ℝ × ℝ × ℝ) : ℝ :=
  Real.exp (-a * (p.1 ^ 2 + p.2.1 ^ 2 + p.2.2 ^ 2))
```

A point `p` is a triple, with x = `p.1`, y = `p.2.1` and z = `p.2.2`. The function `gauss` is exp(−ar²), without a normalization factor.

```lean
/-- The octahedral perturbation `x⁴ + y⁴ + z⁴ - 3r⁴/5`. -/
def cubicField (p : ℝ × ℝ × ℝ) : ℝ :=
  p.1 ^ 4 + p.2.1 ^ 4 + p.2.2 ^ 4 - 3 / 5 * (p.1 ^ 2 + p.2.1 ^ 2 + p.2.2 ^ 2) ^ 2
```

This is V. Expanding r⁴ gives the form used for the integrals:

V = (2/5)(x⁴ + y⁴ + z⁴) − (6/5)(x²y² + y²z² + z²x²).

```lean
/-- The quadratic form with coefficients `e` on `x², y², z²` and `t` on `yz, zx, xy`. -/
def dPoly (e t : Fin 3 → ℝ) (p : ℝ × ℝ × ℝ) : ℝ :=
  e 0 * p.1 ^ 2 + e 1 * p.2.1 ^ 2 + e 2 * p.2.2 ^ 2
    + t 0 * (p.2.1 * p.2.2) + t 1 * (p.2.2 * p.1) + t 2 * (p.1 * p.2.1)
```

The polynomial is P = e₀x² + e₁y² + e₂z² + t₀yz + t₁zx + t₂xy. The letters `e` and `t` recall the textbook sets e_g and t₂g; they are real coefficients, numbered from 0.

```lean
/-- The quadratic form `dPoly e t` times the Gaussian of exponent `a`. -/
def dGauss (a : ℝ) (e t : Fin 3 → ℝ) (p : ℝ × ℝ × ℝ) : ℝ := dPoly e t p * gauss a p
```

Despite its name, `dGauss` is a pure d function only if e₀ + e₁ + e₂ = 0. Otherwise it contains the s-type function r² exp(−ar²).

```lean
/-- Expectation value of the octahedral perturbation in the normalized function proportional to `f`,
for real `f` with finite nonzero norm and integrable `cubicField p * f p ^ 2`. -/
def expectation (f : ℝ × ℝ × ℝ → ℝ) : ℝ :=
  (∫ p, cubicField p * f p ^ 2) / ∫ p, f p ^ 2
```

The expectation value is ∫Vf² / ∫f², so f need not be normalized beforehand.

```lean
/-- The expectation value in `(x² - y²) exp (-a r²)` minus that in `xy exp (-a r²)`,
for `a > 0`. -/
def dSplitting (a : ℝ) : ℝ :=
  expectation (fun p => (p.1 ^ 2 - p.2.1 ^ 2) * gauss a p)
    - expectation (fun p => p.1 * p.2.1 * gauss a p)
```

This difference, upper level minus lower, is the quantity that ligand-field theory calls 10Dq, here for unit field strength.

## Gaussian moments

```lean
/-- The function `f` is integrable over space and its integral is `v`. -/
def HasInt (f : ℝ × ℝ × ℝ → ℝ) (v : ℝ) : Prop := Integrable f ∧ ∫ p, f p = v
```

`HasInt f v` says that f is integrable and that its integral is v. Lean assigns the value 0 to the integral of a non-integrable function, so the first half carries information.

```lean
/-- The one-dimensional moment of order `n` of the squared Gaussian, for `a > 0`. -/
def moment (a : ℝ) (n : ℕ) : ℝ := ∫ x : ℝ, x ^ n * Real.exp (-(2 * a) * x ^ 2)
```

Write Mₙ = ∫ xⁿ exp(−2ax²) dx. The exponent is 2a because the orbital is squared.

```lean
/-- Every power of a coordinate is integrable against the squared Gaussian when `a > 0`. -/
theorem integrable_moment {a : ℝ} (ha : 0 < a) (n : ℕ) :
    Integrable (fun x : ℝ => x ^ n * Real.exp (-(2 * a) * x ^ 2)) := by
  have hn : (-1 : ℝ) < (n : ℝ) := by
    have := Nat.cast_nonneg (α := ℝ) n
    linarith
  have h := integrable_rpow_mul_exp_neg_mul_sq (b := 2 * a) (by positivity) hn
  simpa only [Real.rpow_natCast] using h
```

All these integrals converge for a > 0. The proof specializes a Mathlib theorem on real powers to whole-number powers.

```lean
/-- For `a > 0`, the moments of the squared Gaussian up to order eight: the odd ones vanish
and the even ones are multiples of the moment of order zero. -/
theorem moment_values {a : ℝ} (ha : 0 < a) :
    moment a 0 = √(Real.pi / (2 * a)) ∧
    (moment a 1 = 0 ∧ moment a 3 = 0 ∧ moment a 5 = 0 ∧ moment a 7 = 0) ∧
    moment a 2 = moment a 0 / (4 * a) ∧ moment a 4 = 3 * moment a 0 / (4 * a) ^ 2 ∧
    moment a 6 = 15 * moment a 0 / (4 * a) ^ 3 ∧
    moment a 8 = 105 * moment a 0 / (4 * a) ^ 4 := by
  have hi := integrable_moment ha
  have hE : ∀ x : ℝ, HasDerivAt (fun x : ℝ => Real.exp (-(2 * a) * x ^ 2))
      (-(4 * a) * (x ^ 1 * Real.exp (-(2 * a) * x ^ 2))) x := by
    intro x
    refine ((hasDerivAt_pow 2 x).const_mul (-(2 * a))).exp.congr_deriv ?_
    norm_num
    ring
  -- the integral of a total derivative vanishes
  have h1 : moment a 1 = 0 := by
    have h := integral_eq_zero_of_hasDerivAt_of_integrable hE ((hi 1).const_mul _)
      (by simpa using hi 0)
    rw [integral_const_mul] at h
    exact (mul_eq_zero.mp h).resolve_left (by linarith)
  have r : ∀ n : ℕ, moment a (n + 2) = ((n : ℝ) + 1) / (4 * a) * moment a n := by
    intro n
    have hd : ∀ x : ℝ, HasDerivAt (fun x : ℝ => x ^ (n + 1) * Real.exp (-(2 * a) * x ^ 2))
        (((n : ℝ) + 1) * (x ^ n * Real.exp (-(2 * a) * x ^ 2))
          - 4 * a * (x ^ (n + 2) * Real.exp (-(2 * a) * x ^ 2))) x := by
      intro x
      refine ((hasDerivAt_pow (n + 1) x).fun_mul (hE x)).congr_deriv ?_
      simp only [Nat.add_sub_cancel, Nat.cast_add, Nat.cast_one]
      ring
    have h := integral_eq_zero_of_hasDerivAt_of_integrable hd
      (((hi n).const_mul _).sub ((hi (n + 2)).const_mul _)) (hi (n + 1))
    rw [integral_sub ((hi n).const_mul _) ((hi (n + 2)).const_mul _),
      integral_const_mul, integral_const_mul] at h
    rw [div_mul_eq_mul_div, eq_div_iff (by positivity)]
    unfold moment
    linarith
  have r2 := r 0
  have r3 := r 1
  have r4 := r 2
  have r5 := r 3
  have r6 := r 4
  have r7 := r 5
  have r8 := r 6
  norm_num only [Nat.reduceAdd] at r2 r3 r4 r5 r6 r7 r8
  refine ⟨by simpa [moment] using integral_gaussian (2 * a),
    ⟨h1, by rw [r3, h1, mul_zero], by rw [r5, r3, h1, mul_zero, mul_zero],
      by rw [r7, r5, r3, h1, mul_zero, mul_zero, mul_zero]⟩, ?_, ?_, ?_, ?_⟩
  · rw [r2]; ring
  · rw [r4, r2]; ring
  · rw [r6, r4, r2]; ring
  · rw [r8, r6, r4, r2]; ring
```

By hand, integrate the total derivative

d/dx [xⁿ⁺¹ exp(−2ax²)] = (n+1) xⁿ exp(−2ax²) − 4a xⁿ⁺² exp(−2ax²).

The left side integrates to zero, so Mₙ₊₂ = (n+1)Mₙ/(4a). This is `r` in the proof. The derivative of exp(−2ax²) itself gives M₁ = 0, and then all odd moments listed vanish. With s = 1/(4a), the even ones are

M₂ = sM₀, M₄ = 3s²M₀, M₆ = 15s³M₀, M₈ = 105s⁴M₀, where M₀ = √(π/(2a)).

```lean
/-- If all monomials are integrable against a weight `W` with moments `μ`, a polynomial, given
as a list of coefficients and exponents, is integrated term by term. -/
theorem hasInt_sum {W : ℝ × ℝ × ℝ → ℝ} {μ : ℕ → ℕ → ℕ → ℝ}
    (h : ∀ i j k, HasInt (fun p => p.1 ^ i * p.2.1 ^ j * p.2.2 ^ k * W p) (μ i j k))
    (l : List (ℝ × ℕ × ℕ × ℕ)) :
    HasInt (fun p => (l.map fun c =>
        c.1 * (p.1 ^ c.2.1 * p.2.1 ^ c.2.2.1 * p.2.2 ^ c.2.2.2 * W p)).sum)
      (l.map fun c => c.1 * μ c.2.1 c.2.2.1 c.2.2.2).sum := by
  induction l with
  | nil => constructor <;> simp
  | cons c l ih =>
    have hc := h c.2.1 c.2.2.1 c.2.2.2
    simp only [List.map_cons, List.sum_cons]
    exact ⟨(hc.1.const_mul c.1).add ih.1, by
      rw [integral_add (hc.1.const_mul c.1) ih.1, integral_const_mul, hc.2, ih.2]⟩
```

A polynomial is stored as a list of coefficients and exponents. If every monomial can be integrated against a weight W, so can the polynomial, term by term. The proof is by induction on the list.

```lean
/-- For `a > 0`, the moments of the squared Gaussian in space are products of
one-dimensional moments. -/
theorem hasInt_monomial {a : ℝ} (ha : 0 < a) (i j k : ℕ) :
    HasInt (fun p => p.1 ^ i * p.2.1 ^ j * p.2.2 ^ k * gauss a p ^ 2)
      (moment a i * (moment a j * moment a k)) := by
  let f : ℕ → ℝ → ℝ := fun n x => x ^ n * Real.exp (-(2 * a) * x ^ 2)
  have hi : ∀ n, Integrable (f n) := integrable_moment ha
  have hw : (fun p : ℝ × ℝ × ℝ => p.1 ^ i * p.2.1 ^ j * p.2.2 ^ k * gauss a p ^ 2)
      = fun p => f i p.1 * (f j p.2.1 * f k p.2.2) := by
    funext p
    have hg : gauss a p ^ 2 = Real.exp (-(2 * a) * p.1 ^ 2) *
        (Real.exp (-(2 * a) * p.2.1 ^ 2) * Real.exp (-(2 * a) * p.2.2 ^ 2)) := by
      rw [gauss, ← Real.exp_nat_mul, ← Real.exp_add, ← Real.exp_add]
      congr 1
      push_cast
      ring
    simp only [f, hg]
    ring
  rw [hw]
  exact ⟨(hi i).mul_prod ((hi j).mul_prod (hi k)),
    (integral_prod_mul (μ := (volume : Measure ℝ)) (ν := (volume : Measure (ℝ × ℝ)))
      (f i) (fun q => f j q.1 * f k q.2)).trans
      (congrArg (moment a i * ·) (integral_prod_mul (f j) (f k)))⟩
```

Since exp(−2ar²) factorizes, the integral of xⁱyʲzᵏ exp(−2ar²) is MᵢMⱼMₖ. The proof splits the exponential and applies Fubini's theorem twice.

## Norm and field integral

```lean
/-- Closed forms, for `a > 0` and `e` of zero sum, of the squared norm of a d Gaussian and of
the integral of the octahedral perturbation over its square. -/
theorem dGauss_integrals {a : ℝ} (ha : 0 < a) (e t : Fin 3 → ℝ) (he : e 0 + e 1 + e 2 = 0) :
    (∫ p, dGauss a e t p ^ 2 =
      (2 * (e 0 ^ 2 + e 1 ^ 2 + e 2 ^ 2) + (t 0 ^ 2 + t 1 ^ 2 + t 2 ^ 2)) / (16 * a ^ 2)
        * √(Real.pi / (2 * a)) ^ 3) ∧
    ∫ p, cubicField p * dGauss a e t p ^ 2 =
      (9 / (20 * a ^ 2) * (2 * (e 0 ^ 2 + e 1 ^ 2 + e 2 ^ 2))
        - 3 / (10 * a ^ 2) * (t 0 ^ 2 + t 1 ^ 2 + t 2 ^ 2)) / (16 * a ^ 2)
        * √(Real.pi / (2 * a)) ^ 3 := by
  -- the fifteen quartic monomials in the square of the quadratic form
  obtain ⟨L, hL⟩ : ∃ L : List (ℝ × ℕ × ℕ × ℕ), L =
    [(e 0 ^ 2, 4, 0, 0), (e 1 ^ 2, 0, 4, 0), (e 2 ^ 2, 0, 0, 4),
     (2 * e 0 * e 1 + t 2 ^ 2, 2, 2, 0), (2 * e 1 * e 2 + t 0 ^ 2, 0, 2, 2),
     (2 * e 2 * e 0 + t 1 ^ 2, 2, 0, 2), (2 * e 0 * t 2, 3, 1, 0), (2 * e 0 * t 1, 3, 0, 1),
     (2 * e 0 * t 0 + 2 * t 1 * t 2, 2, 1, 1), (2 * e 1 * t 2, 1, 3, 0),
     (2 * e 1 * t 0, 0, 3, 1), (2 * e 1 * t 1 + 2 * t 0 * t 2, 1, 2, 1),
     (2 * e 2 * t 1, 1, 0, 3), (2 * e 2 * t 0, 0, 1, 3),
     (2 * e 2 * t 2 + 2 * t 0 * t 1, 1, 1, 2)] := ⟨_, rfl⟩
  have quad : ∀ (W : ℝ × ℝ × ℝ → ℝ) (μ : ℕ → ℕ → ℕ → ℝ),
      (∀ i j k, HasInt (fun p => p.1 ^ i * p.2.1 ^ j * p.2.2 ^ k * W p) (μ i j k)) →
      ∫ p, dPoly e t p ^ 2 * W p = (L.map fun c => c.1 * μ c.2.1 c.2.2.1 c.2.2.2).sum := by
    intro W μ h
    refine Eq.trans ?_ (hasInt_sum h L).2
    congr 1
    funext p
    simp only [hL, List.map_cons, List.map_nil, List.sum_cons, List.sum_nil, dPoly]
    ring
  -- moments of the Gaussian weighted with the perturbation
  have field : ∀ i j k, HasInt
      (fun p => p.1 ^ i * p.2.1 ^ j * p.2.2 ^ k * (cubicField p * gauss a p ^ 2))
      (2 / 5 * (moment a (i + 4) * (moment a j * moment a k)
        + moment a i * (moment a (j + 4) * moment a k)
        + moment a i * (moment a j * moment a (k + 4)))
      - 6 / 5 * (moment a (i + 2) * (moment a (j + 2) * moment a k)
        + moment a i * (moment a (j + 2) * moment a (k + 2))
        + moment a (i + 2) * (moment a j * moment a (k + 2)))) := by
    intro i j k
    have hs := hasInt_sum (hasInt_monomial ha)
      [(2 / 5, i + 4, j, k), (2 / 5, i, j + 4, k), (2 / 5, i, j, k + 4),
       (-6 / 5, i + 2, j + 2, k), (-6 / 5, i, j + 2, k + 2), (-6 / 5, i + 2, j, k + 2)]
    simp only [List.map_cons, List.map_nil, List.sum_cons, List.sum_nil] at hs
    convert hs using 1
    · funext p
      simp only [cubicField]
      ring
    · ring
  obtain ⟨v0, ⟨v1, v3, v5, v7⟩, v2, v4, v6, v8⟩ := moment_values ha
  have he2 : e 2 = -e 0 - e 1 := by linarith
  rw [← v0]
  constructor
  · have hf : ∀ p, dGauss a e t p ^ 2 = dPoly e t p ^ 2 * gauss a p ^ 2 :=
      fun p => mul_pow _ _ _
    simp only [hf]
    rw [quad _ _ (hasInt_monomial ha)]
    simp only [hL, List.map_cons, List.map_nil, List.sum_cons, List.sum_nil,
      v1, v2, v3, v4, he2]
    ring
  · have hf : ∀ p, cubicField p * dGauss a e t p ^ 2
        = dPoly e t p ^ 2 * (cubicField p * gauss a p ^ 2) := by
      intro p
      simp only [dGauss]
      ring
    simp only [hf]
    rw [quad _ _ field]
    simp only [hL, List.map_cons, List.map_nil, List.sum_cons, List.sum_nil, Nat.reduceAdd,
      v1, v2, v3, v4, v5, v6, v7, v8, he2]
    ring
```

Write ⟨g⟩ for ∫ g exp(−2ar²) divided by M₀³. Monomials with an odd power drop out, also after multiplication by V, which is even in each coordinate. For the norm, ⟨x⁴⟩ = 3s² and ⟨x²y²⟩ = s², so

⟨P²⟩ = s²[3Σe² + 2(e₀e₁ + e₁e₂ + e₂e₀) + Σt²] = s²(2Σe² + Σt²).

The last step uses e₀ + e₁ + e₂ = 0, which makes 2(e₀e₁ + e₁e₂ + e₂e₀) = −Σe². For the field,

⟨Vx⁴⟩ = s⁴[(2/5)(105 + 9 + 9) − (6/5)(15 + 3 + 15)] = (48/5)s⁴,

⟨Vx²y²⟩ = s⁴[(2/5)(15 + 15 + 3) − (6/5)(9 + 3 + 3)] = −(24/5)s⁴.

Hence ⟨VP²⟩ = s⁴[(72/5)Σe² − (24/5)Σt²]. These are the two stated formulas.

In the proof, `L` lists the fifteen monomials of P², `quad` integrates them against any suitable weight, and `field` supplies the moments weighted with V. Then e₂ = −e₀ − e₁ is inserted and `ring` does the algebra.

## The two levels and their splitting

```lean
/-- For `a > 0` and `e` of zero sum, the integral of the octahedral perturbation over the square
of a d Gaussian is `9/(20a²)` times the squared norm of its `x², y², z²` part minus `3/(10a²)`
times that of its `yz, zx, xy` part. -/
theorem cubicField_dShell {a : ℝ} (ha : 0 < a) (e t : Fin 3 → ℝ) (he : e 0 + e 1 + e 2 = 0) :
    ∫ p, cubicField p * dGauss a e t p ^ 2 =
      9 / (20 * a ^ 2) * (∫ p, dGauss a e 0 p ^ 2)
        - 3 / (10 * a ^ 2) * ∫ p, dGauss a 0 t p ^ 2 := by
  rw [(dGauss_integrals ha e t he).2, (dGauss_integrals ha e 0 he).1,
    (dGauss_integrals ha 0 t (by simp)).1]
  simp only [Pi.zero_apply]
  ring
```

Dividing the coefficients gives (72/5)s⁴/(2s²) = 9/(20a²) for the squares and −(24/5)s⁴/s² = −3/(10a²) for the products. No cross term between `e` and `t` appears, so V does not couple the two sets.

```lean
/-- For `a > 0`, every nonzero combination of `x², y², z²` with coefficients of zero sum, times
`exp (-a r²)`, has expectation value `9/(20a²)`, and every nonzero combination of `yz, zx, xy`,
times `exp (-a r²)`, has `-3/(10a²)`. -/
theorem dShell_levels {a : ℝ} (ha : 0 < a) :
    (∀ e : Fin 3 → ℝ, e ≠ 0 → e 0 + e 1 + e 2 = 0 →
      expectation (dGauss a e 0) = 9 / (20 * a ^ 2)) ∧
    ∀ t : Fin 3 → ℝ, t ≠ 0 → expectation (dGauss a 0 t) = -(3 / (10 * a ^ 2)) := by
  have pos : ∀ c : Fin 3 → ℝ, c ≠ 0 → 0 < c 0 ^ 2 + c 1 ^ 2 + c 2 ^ 2 := by
    intro c hc
    by_contra hn
    have q0 := sq_nonneg (c 0)
    have q1 := sq_nonneg (c 1)
    have q2 := sq_nonneg (c 2)
    have h0 : c 0 = 0 := (pow_eq_zero_iff two_ne_zero).mp (by linarith)
    have h1 : c 1 = 0 := (pow_eq_zero_iff two_ne_zero).mp (by linarith)
    have h2 : c 2 = 0 := (pow_eq_zero_iff two_ne_zero).mp (by linarith)
    apply hc
    funext i
    fin_cases i
    exacts [h0, h1, h2]
  have hz : ∫ p, dGauss a 0 0 p ^ 2 = 0 := by simp [dGauss, dPoly]
  have hpi := Real.pi_pos
  constructor
  · intro e hne he
    have hN : 0 < ∫ p, dGauss a e 0 p ^ 2 := by
      rw [(dGauss_integrals ha e 0 he).1]
      have := pos e hne
      simp only [Pi.zero_apply]
      exact mul_pos (div_pos (by linarith) (by positivity)) (by positivity)
    rw [expectation, cubicField_dShell ha e 0 he, hz, mul_zero, sub_zero,
      mul_div_cancel_right₀ _ hN.ne']
  · intro t hne
    have hN : 0 < ∫ p, dGauss a 0 t p ^ 2 := by
      rw [(dGauss_integrals ha 0 t (by simp)).1]
      have := pos t hne
      simp only [Pi.zero_apply]
      exact mul_pos (div_pos (by linarith) (by positivity)) (by positivity)
    rw [expectation, cubicField_dShell ha 0 t (by simp), hz, mul_zero, zero_sub, neg_div,
      mul_div_cancel_right₀ _ hN.ne']
```

Every nonzero function within one set therefore has the same expectation value. The proof first shows that a nonzero coefficient vector gives a positive norm, and then cancels that norm in the quotient.

```lean
/-- For `a > 0`, the expectation values in the `xy` and `x² - y²` Gaussians are `-3/(10a²)` and
`9/(20a²)`, and the octahedral splitting is `3/(4a²)`. -/
theorem octahedral_splitting {a : ℝ} (ha : 0 < a) :
    expectation (fun p => p.1 * p.2.1 * gauss a p) = -(3 / (10 * a ^ 2)) ∧
    expectation (fun p => (p.1 ^ 2 - p.2.1 ^ 2) * gauss a p) = 9 / (20 * a ^ 2) ∧
    dSplitting a = 3 / (4 * a ^ 2) := by
  have hT : (fun p : ℝ × ℝ × ℝ => p.1 * p.2.1 * gauss a p) = dGauss a 0 ![0, 0, 1] := by
    funext p
    simp [dGauss, dPoly]
  have hE : (fun p : ℝ × ℝ × ℝ => (p.1 ^ 2 - p.2.1 ^ 2) * gauss a p)
      = dGauss a ![1, -1, 0] 0 := by
    funext p
    simp [dGauss, dPoly, sub_eq_add_neg]
  have h1 := (dShell_levels ha).2 ![0, 0, 1] (fun h => by simpa using congrFun h 2)
  have h2 := (dShell_levels ha).1 ![1, -1, 0] (fun h => by simpa using congrFun h 0) (by simp)
  rw [← hT] at h1
  rw [← hE] at h2
  refine ⟨h1, h2, ?_⟩
  rw [dSplitting, h1, h2]
  ring
```

The functions xy exp(−ar²) and (x² − y²) exp(−ar²) are the choices t = (0, 0, 1) and e = (1, −1, 0). The difference of their expectation values, the second minus the first, is

9/(20a²) + 3/(10a²) = 3/(4a²).

```lean
/-- On positive exponents the octahedral splitting strictly decreases with the exponent, so a
more diffuse Gaussian has the larger splitting. -/
theorem dSplitting_strictAntiOn : StrictAntiOn dSplitting (Set.Ioi 0) := by
  intro a ha b hb hab
  have ha' : 0 < a := ha
  have hb' : 0 < b := hb
  rw [(octahedral_splitting ha').2.2, (octahedral_splitting hb').2.2]
  gcongr

end

end OctahedralDSplitting
```

If 0 < a < b, then 3/(4b²) < 3/(4a²): the more diffuse Gaussian splits more. `Set.Ioi 0` is the set of positive exponents.

In an electronic-structure calculation these levels are the matrix elements of V in one normalized, uncontracted d shell centred on the ion, to first order and without relaxation of the orbitals. For a real complex this is a simplified model: it replaces the anisotropic ligand potential by its quartic term throughout space, and it leaves out covalent bonding with the ligands and the repulsion among the d electrons. A very diffuse Gaussian reaches the ligands, where that replacement fails, so the growth of the splitting should not be extrapolated there.

```lean
#print axioms OctahedralDSplitting.dSplitting_strictAntiOn
```

```
'OctahedralDSplitting.dSplitting_strictAntiOn' depends on axioms: [propext, Classical.choice, Quot.sound]
```

## An s function and the p shell

Without any restriction on the sum of the eᵢ, the first level formula fails. For e = (1, 1, 1) and t = 0 the function is r² exp(−ar²), and the numbers above give ⟨VP²⟩ = s⁴[3·(48/5) − 6·(24/5)] = 0 instead of a positive value.

The same moments also treat a p Gaussian, x exp(−ar²):

⟨Vx²⟩ = s³[(2/5)(15 + 3 + 3) − (6/5)(3 + 1 + 3)] = 0.

By symmetry the same holds for y and z, and the cross terms are odd, so this field neither shifts nor splits a p shell in first order.
